# Variance of the mean of trajectory samples with covariance $v\,c^{|i-j|}$

## Samples, covariance and average

Let $X_0, X_1, \dots$ be the values of one real observable at successive sampling times of a molecular dynamics run, regarded as square-integrable random variables on a probability space. Their covariance is assumed to be

$$\operatorname{cov}(X_i,X_j)=v\,c^{|i-j|}.$$

Here $v$ is the variance of a single sample, that is, the mean square of the observable's thermal fluctuation. The number $c$ is the correlation between neighbouring samples when $v>0$. For $0<c<1$ one can write $c=e^{-\Delta t/\tau}$, with sampling interval $\Delta t$ and correlation time $\tau$.

Counting starts at zero, so the average of the first $n$ samples is

$$\bar X_n=\frac1n\sum_{i=0}^{n-1}X_i .$$

## Variance and sampling cost

For $n\ge 1$ and $c\ne 1$,

$$\operatorname{Var}(\bar X_n)=\frac vn\left[\frac{1+c}{1-c}-\frac{2c(1-c^n)}{n(1-c)^2}\right].$$

For $|c|<1$ it follows that $n\operatorname{Var}(\bar X_n)\to v(1+c)/(1-c)$. If moreover $v>0$, $0<c<1$ and $n\ge2$, the variance lies strictly between the uncorrelated value $v/n$ and the asymptotic estimate $(v/n)(1+c)/(1-c)$.

In a simulation whose forces come from an electronic-structure calculation, this tells how many samples a given statistical error requires once $v$ and $c$ are known, provided the observable has a single-exponential covariance. At $c=0.9$ a long run needs about 19 times as many samples as independent sampling would.

## Summing the correlations

Sample $n$ has the following total correlation with its predecessors:

$$R_n=\sum_{i=0}^{n-1}c^{\,n-i}=c+c^2+\dots+c^n,\qquad (1-c)R_n=c(1-c^n).$$

Let $S_n=\sum_{i,j=0}^{n-1}c^{|i-j|}$. Adding sample $n$ adds one row, one column and a diagonal entry, so $S_{n+1}=S_n+2R_n+1$. The claim is

$$(1-c)^2S_n=n(1-c^2)-2c(1-c^n).$$

Both sides vanish at $n=0$. From $n$ to $n+1$ the left side grows by

$$(1-c)^2+2(1-c)c(1-c^n)=(1-c)(1+c-2c^{n+1}),$$

and the right side grows by $(1-c^2)-2c^{n+1}(1-c)$, which is the same. Bilinearity of the covariance gives $\operatorname{Var}(\bar X_n)=vS_n/n^2$, and dividing the claim by $(1-c)^2$ yields the formula. At $n=1$ the bracket equals 1, as it should.

Multiplying by $n$ leaves the constant $v(1+c)/(1-c)$ minus a correction

$$\frac{2cv}{(1-c)^2}\,\frac{1-c^n}{n},$$

which tends to zero for $|c|<1$.

For the bounds, take $0<c<1$ and $n\ge2$. The subtracted term in the bracket is positive, which gives the upper bound. The bracket can also be written as

$$1+\frac{2c\,[\,n(1-c)-(1-c^n)\,]}{n(1-c)^2},$$

so the lower bound needs $1-c^n<n(1-c)$. At $n=2$ this says $(1-c)^2>0$. If it holds at $m$, then

$$1-c^{m+1}=(1-c^m)+c^m(1-c)<m(1-c)+(1-c).$$

## A thermostat that produces this covariance

Start from $X_0=\xi_0$ and iterate

$$X_{n+1}=cX_n+\sqrt{1-c^2}\,\xi_{n+1},\qquad c^2\le1,$$

where the $\xi_i$ are square-integrable and uncorrelated, each with variance $v$. If $X_n$ is a velocity component and $0<c<1$, the first term is what friction leaves of the old velocity, and the second is the random kick from the heat bath.

Since $X_n$ contains only $\xi_0,\dots,\xi_n$, it is uncorrelated with later noise. The variance is therefore stationary: $c^2v+(1-c^2)v=v$. For $k\ge0$ the same fact gives

$$\operatorname{cov}(X_{i+k+1},X_i)=c\operatorname{cov}(X_{i+k},X_i),$$

hence $\operatorname{cov}(X_{i+k},X_i)=v\,c^k$.

## The case $c=1$

Let $X_i=X_0$ for all $i$, with variance $v>0$. This is a frozen trajectory with $c=1$. Its average is $X_0$, so the variance stays at $v$ and $n\operatorname{Var}(\bar X_n)=nv$ diverges. The example shows that the limit theorem needs $c\ne1$. The hypothesis $|c|<1$ also excludes $c=-1$, although the limit formula still holds there: for $X_i=(-1)^iX_0$ the scaled variance is $v/n$ for odd $n$ and $0$ for even $n$, so it tends to $0$, which is also the value of $v(1+c)/(1-c)$ at $c=-1$.

## The statements in Lean

The measure `μ` gives the probabilities, and `X : ℕ → Ω → ℝ` assigns a real random variable to each sample number. The structure `ExponentiallyCorrelated μ X v c` holds the two assumptions: `MemLp (X i) 2 μ` is square-integrability, and `cov` is the covariance law. The exponent `((i : ℤ) - j).natAbs` is $|i-j|$, computed in the integers because subtraction of natural numbers stops at zero. The average is `trajectoryMean X n`.

The theorems `variance_trajectoryMean`, `tendsto_sampling_cost` and `variance_bounds` state the exact variance, the limit and the two strict inequalities. The update rule is `thermostat`; `thermostat_correlated` derives the covariance law from it, and `thermostat_witness` supplies a concrete model with independent centred Gaussian noise.

The samples need not be Gaussian or have equal means. The variance measures scatter about the expectation of $\bar X_n$, so it says nothing about bias from incomplete equilibration. Observables with several decay times or oscillating correlations generally fall outside the assumed law, and the thermostat is a linear model for one variable, without interatomic forces.

```lean
import Mathlib

open MeasureTheory ProbabilityTheory Filter Topology
open scoped NNReal

namespace CorrelatedTrajectory

noncomputable section

variable {Ω : Type*} [MeasurableSpace Ω] {μ : Measure Ω}

/-- The samples `X 0, X 1, …` are square-integrable, and their covariance is
`v * c ^ |i - j|`. -/
structure ExponentiallyCorrelated (μ : Measure Ω) (X : ℕ → Ω → ℝ) (v c : ℝ) : Prop where
  memLp : ∀ i, MemLp (X i) 2 μ
  cov : ∀ i j : ℕ, cov[X i, X j; μ] = v * c ^ ((i : ℤ) - j).natAbs

/-- The average of the first `n` samples of a trajectory, for `n ≥ 1`. -/
def trajectoryMean (X : ℕ → Ω → ℝ) (n : ℕ) (ω : Ω) : ℝ :=
  (∑ i ∈ Finset.range n, X i ω) / n

/-- The sum of the correlations `c ^ |i - n|` of sample `n` with all earlier samples, multiplied by
`1 - c`, in closed form. -/
theorem sum_past_correlations (c : ℝ) (n : ℕ) :
    (1 - c) * ∑ i ∈ Finset.range n, c ^ ((i : ℤ) - n).natAbs = c * (1 - c ^ n) := by
  induction n with
  | zero => simp
  | succ n ih =>
    -- one more step multiplies every earlier correlation by `c`
    have hshift : ∑ i ∈ Finset.range (n + 1), c ^ ((i : ℤ) - (n + 1 : ℕ)).natAbs
        = c * ∑ i ∈ Finset.range (n + 1), c ^ ((i : ℤ) - n).natAbs := by
      rw [Finset.mul_sum]
      refine Finset.sum_congr rfl fun i hi => ?_
      have hi' := Finset.mem_range.mp hi
      have he : ((i : ℤ) - (n + 1 : ℕ)).natAbs = ((i : ℤ) - n).natAbs + 1 := by omega
      rw [he, pow_succ']
    rw [hshift, Finset.sum_range_succ, sub_self, Int.natAbs_zero, pow_zero]
    linear_combination c * ih

/-- The sum of the correlations `c ^ |i - j|` over all pairs of the first `n` samples,
multiplied by `(1 - c) ^ 2`, in closed form. -/
theorem sum_pair_correlations (c : ℝ) (n : ℕ) :
    (1 - c) ^ 2 * ∑ i ∈ Finset.range n, ∑ j ∈ Finset.range n, c ^ ((i : ℤ) - j).natAbs
      = n * (1 - c ^ 2) - 2 * c * (1 - c ^ n) := by
  induction n with
  | zero => simp
  | succ n ih =>
    have hsym : ∑ j ∈ Finset.range n, c ^ ((n : ℤ) - j).natAbs
        = ∑ j ∈ Finset.range n, c ^ ((j : ℤ) - n).natAbs := by
      refine Finset.sum_congr rfl fun j _ => ?_
      have he : ((n : ℤ) - j).natAbs = ((j : ℤ) - n).natAbs := by omega
      rw [he]
    -- a new sample adds one row, one column and one diagonal entry
    simp only [Finset.sum_range_succ, Finset.sum_add_distrib, hsym, sub_self,
      Int.natAbs_zero, pow_zero]
    push_cast
    linear_combination ih + 2 * (1 - c) * sum_past_correlations c n

/-- The exact variance of the mean of `n ≥ 1` samples with covariance `v * c ^ |i - j|`,
for `c ≠ 1`. -/
theorem variance_trajectoryMean [IsProbabilityMeasure μ] {X : ℕ → Ω → ℝ} {v c : ℝ}
    (h : ExponentiallyCorrelated μ X v c) (hc : c ≠ 1) {n : ℕ} (hn : 1 ≤ n) :
    Var[trajectoryMean X n; μ]
      = v / n * ((1 + c) / (1 - c) - 2 * c * (1 - c ^ n) / (n * (1 - c) ^ 2)) := by
  have h1 : 1 - c ≠ 0 := sub_ne_zero.mpr hc.symm
  have hn0 : (n : ℝ) ≠ 0 := by exact_mod_cast (by omega : n ≠ 0)
  have hmean : trajectoryMean X n
      = fun ω => (n : ℝ)⁻¹ * (∑ i ∈ Finset.range n, X i) ω := by
    funext ω
    simp [trajectoryMean, Finset.sum_apply, div_eq_inv_mul]
  -- the variance of a sum is the sum of all pair covariances
  rw [hmean, variance_const_mul, variance_sum' (fun i _ => h.memLp i)]
  simp_rw [h.cov, ← Finset.mul_sum]
  have hS : ∑ i ∈ Finset.range n, ∑ j ∈ Finset.range n, c ^ ((i : ℤ) - j).natAbs
      = (n * (1 - c ^ 2) - 2 * c * (1 - c ^ n)) / (1 - c) ^ 2 := by
    rw [eq_div_iff (pow_ne_zero 2 h1)]
    linear_combination sum_pair_correlations c n
  rw [hS]
  field_simp
  ring

/-- For `|c| < 1`, `n` times the variance of the mean of `n` samples with covariance
`v * c ^ |i - j|` tends to `v * (1 + c) / (1 - c)`. -/
theorem tendsto_sampling_cost [IsProbabilityMeasure μ] {X : ℕ → Ω → ℝ} {v c : ℝ}
    (h : ExponentiallyCorrelated μ X v c) (hc : |c| < 1) :
    Tendsto (fun n : ℕ => n * Var[trajectoryMean X n; μ]) atTop
      (𝓝 (v * (1 + c) / (1 - c))) := by
  have hc1 : c ≠ 1 := (abs_lt.mp hc).2.ne
  have h1 : 1 - c ≠ 0 := sub_ne_zero.mpr hc1.symm
  have hpow : Tendsto (fun n : ℕ => c ^ n) atTop (𝓝 0) :=
    tendsto_pow_atTop_nhds_zero_of_abs_lt_one hc
  have hinv : Tendsto (fun n : ℕ => ((n : ℝ))⁻¹) atTop (𝓝 0) :=
    tendsto_inv_atTop_zero.comp tendsto_natCast_atTop_atTop
  -- the finite-length correction vanishes like `1 / n`
  have hlim := ((hpow.const_sub 1).mul hinv).const_mul (2 * c * v / (1 - c) ^ 2)
  have hlim' := hlim.const_sub (v * (1 + c) / (1 - c))
  rw [mul_zero, mul_zero, sub_zero] at hlim'
  refine hlim'.congr' ?_
  filter_upwards [eventually_ge_atTop 1] with n hn
  have hn0 : (n : ℝ) ≠ 0 := by exact_mod_cast (by omega : n ≠ 0)
  rw [variance_trajectoryMean h hc1 hn]
  field_simp

/-- For `v > 0`, `0 < c < 1` and `n ≥ 2`, the variance of the mean of `n` samples with covariance
`v * c ^ |i - j|` lies strictly between `v / n` and `(v / n) * (1 + c) / (1 - c)`. -/
theorem variance_bounds [IsProbabilityMeasure μ] {X : ℕ → Ω → ℝ} {v c : ℝ}
    (h : ExponentiallyCorrelated μ X v c) (hv : 0 < v) (h0 : 0 < c) (h1 : c < 1)
    {n : ℕ} (hn : 2 ≤ n) :
    v / n < Var[trajectoryMean X n; μ] ∧
      Var[trajectoryMean X n; μ] < v / n * ((1 + c) / (1 - c)) := by
  have hd : 0 < 1 - c := sub_pos.mpr h1
  have hnpos : (0 : ℝ) < n := by exact_mod_cast (by omega : 0 < n)
  have hvn : 0 < v / n := div_pos hv hnpos
  have hp : 0 < 1 - c ^ n := sub_pos.mpr (pow_lt_one₀ h0.le h1 (by omega))
  -- a strict Bernoulli inequality
  have hb : 1 - c ^ n < n * (1 - c) := by
    clear hp hvn hnpos
    induction n, hn using Nat.le_induction with
    | base => push_cast; nlinarith [mul_pos hd hd]
    | succ m hm ih =>
      have hle : c ^ m ≤ 1 := pow_le_one₀ h0.le h1.le
      have hmul := mul_nonneg (sub_nonneg.mpr hle) hd.le
      push_cast
      rw [pow_succ]
      nlinarith
  rw [variance_trajectoryMean h h1.ne (by omega)]
  constructor
  · have hgap : 0 < 2 * c * (n * (1 - c) - (1 - c ^ n)) / (n * (1 - c) ^ 2) :=
      div_pos (mul_pos (by linarith) (sub_pos.mpr hb)) (by positivity)
    have he : (1 + c) / (1 - c) - 2 * c * (1 - c ^ n) / (n * (1 - c) ^ 2)
        = 1 + 2 * c * (n * (1 - c) - (1 - c ^ n)) / (n * (1 - c) ^ 2) := by
      have hd' := hd.ne'
      field_simp
      ring
    rw [he]
    nlinarith [mul_pos hvn hgap]
  · have hcorr : 0 < 2 * c * (1 - c ^ n) / (n * (1 - c) ^ 2) := by positivity
    exact mul_lt_mul_of_pos_left (by linarith) hvn

/-- A thermostat started from `ξ 0`: each step multiplies the old value by `c` and adds fresh noise
with weight `√(1 - c ^ 2)`, for `c ^ 2 ≤ 1`. -/
def thermostat (c : ℝ) (ξ : ℕ → Ω → ℝ) : ℕ → Ω → ℝ
  | 0 => ξ 0
  | n + 1 => c • thermostat c ξ n + √(1 - c ^ 2) • ξ (n + 1)

/-- For `c ^ 2 ≤ 1`, a thermostat driven by square-integrable, uncorrelated noise of variance
`v` produces samples with covariance `v * c ^ |i - j|`. -/
theorem thermostat_correlated [IsProbabilityMeasure μ] {ξ : ℕ → Ω → ℝ} {v c : ℝ}
    (hc : c ^ 2 ≤ 1) (hL : ∀ i, MemLp (ξ i) 2 μ)
    (hξ : ∀ i j, cov[ξ i, ξ j; μ] = if i = j then v else 0) :
    ExponentiallyCorrelated μ (thermostat c ξ) v c := by
  have hT : ∀ i, MemLp (thermostat c ξ i) 2 μ := by
    intro i
    induction i with
    | zero => exact hL 0
    | succ n ih => exact (ih.const_smul c).add ((hL (n + 1)).const_smul _)
  have hstep : ∀ (n : ℕ) (Z : Ω → ℝ), MemLp Z 2 μ → cov[thermostat c ξ (n + 1), Z; μ]
      = c * cov[thermostat c ξ n, Z; μ] + √(1 - c ^ 2) * cov[ξ (n + 1), Z; μ] := by
    intro n Z hZ
    change cov[c • thermostat c ξ n + √(1 - c ^ 2) • ξ (n + 1), Z; μ] = _
    rw [covariance_add_left ((hT n).const_smul c) ((hL _).const_smul _) hZ,
      covariance_smul_left, covariance_smul_left]
  -- the present is uncorrelated with future noise
  have hfut : ∀ i j, i < j → cov[thermostat c ξ i, ξ j; μ] = 0 := by
    intro i
    induction i with
    | zero =>
      intro j hj
      change cov[ξ 0, ξ j; μ] = 0
      rw [hξ, if_neg (by omega)]
    | succ n ih =>
      intro j hj
      rw [hstep n _ (hL j), ih j (by omega), hξ, if_neg (by omega)]
      ring
  -- the noise weight keeps the variance stationary
  have hvar : ∀ n, cov[thermostat c ξ n, thermostat c ξ n; μ] = v := by
    intro n
    induction n with
    | zero =>
      change cov[ξ 0, ξ 0; μ] = v
      rw [hξ, if_pos rfl]
    | succ n ih =>
      have ha : cov[thermostat c ξ n, thermostat c ξ (n + 1); μ] = c * v := by
        rw [covariance_comm, hstep n _ (hT n), ih, covariance_comm,
          hfut n (n + 1) (by omega)]
        ring
      have hb : cov[ξ (n + 1), thermostat c ξ (n + 1); μ] = √(1 - c ^ 2) * v := by
        rw [covariance_comm, hstep n _ (hL _), hfut n (n + 1) (by omega), hξ, if_pos rfl]
        ring
      have hs : √(1 - c ^ 2) * √(1 - c ^ 2) = 1 - c ^ 2 :=
        Real.mul_self_sqrt (by linarith)
      rw [hstep n _ (hT (n + 1)), ha, hb]
      linear_combination v * hs
  have hlag : ∀ i k, cov[thermostat c ξ (i + k), thermostat c ξ i; μ] = v * c ^ k := by
    intro i k
    induction k with
    | zero => simpa using hvar i
    | succ k ih =>
      rw [← add_assoc, hstep (i + k) _ (hT i), ih, covariance_comm,
        hfut i (i + k + 1) (by omega)]
      ring
  refine ⟨hT, fun i j => ?_⟩
  rcases le_total i j with hij | hij
  · obtain ⟨k, rfl⟩ := Nat.exists_eq_add_of_le hij
    have he : ((i : ℤ) - (i + k : ℕ)).natAbs = k := by omega
    rw [covariance_comm, hlag, he]
  · obtain ⟨k, rfl⟩ := Nat.exists_eq_add_of_le hij
    have he : (((j + k : ℕ) : ℤ) - j).natAbs = k := by omega
    rw [hlag, he]

/-- For `c ^ 2 ≤ 1`, the thermostat driven by independent centred Gaussian noise of variance
`v` has covariance `v * c ^ |i - j|`. -/
theorem thermostat_witness (v : ℝ≥0) {c : ℝ} (hc : c ^ 2 ≤ 1) :
    ExponentiallyCorrelated (Measure.infinitePi fun _ : ℕ => gaussianReal 0 v)
      (thermostat c fun i ω => ω i) v c := by
  have hmp := fun i : ℕ => measurePreserving_eval_infinitePi (fun _ : ℕ => gaussianReal 0 v) i
  have hL : ∀ i : ℕ, MemLp (fun ω : ℕ → ℝ => ω i) 2
      (Measure.infinitePi fun _ : ℕ => gaussianReal 0 v) := fun i =>
    (memLp_id_gaussianReal' 2 (by norm_num)).comp_measurePreserving (hmp i)
  refine thermostat_correlated hc hL fun i j => ?_
  by_cases hij : i = j
  · subst hij
    rw [if_pos rfl, covariance_self (measurable_pi_apply i).aemeasurable]
    have hm := variance_map (X := id) (Y := Function.eval i)
      (μ := Measure.infinitePi fun _ : ℕ => gaussianReal 0 v)
      aemeasurable_id (hmp i).measurable.aemeasurable
    rw [(hmp i).map_eq, variance_id_gaussianReal] at hm
    exact hm.symm
  · rw [if_neg hij]
    have hind := iIndepFun_infinitePi (P := fun _ : ℕ => gaussianReal 0 v)
      (X := fun _ x => x) (fun _ => measurable_id)
    exact (hind.indepFun hij).covariance_eq_zero (hL i) (hL j)

end

end CorrelatedTrajectory
```

```lean
#print axioms CorrelatedTrajectory.variance_trajectoryMean
-- 'CorrelatedTrajectory.variance_trajectoryMean' depends on axioms: [propext, Classical.choice, Quot.sound]
#print axioms CorrelatedTrajectory.tendsto_sampling_cost
-- 'CorrelatedTrajectory.tendsto_sampling_cost' depends on axioms: [propext, Classical.choice, Quot.sound]
#print axioms CorrelatedTrajectory.variance_bounds
-- 'CorrelatedTrajectory.variance_bounds' depends on axioms: [propext, Classical.choice, Quot.sound]
```

## From the sums to the Lean proof

`sum_past_correlations` is the formula for $R_n$, proved by induction. Its step `hshift` says that moving the newest sample one place later multiplies every earlier correlation by $c$; `omega` checks the exponents.

`sum_pair_correlations` is the formula for $S_n$. The equality `hsym` identifies the new row with the new column, `Finset.sum_range_succ` splits them off, and `linear_combination` adds the induction hypothesis to $2(1-c)$ times the formula for $R_n$.

In `variance_trajectoryMean`, the average is rewritten as $n^{-1}$ times a sum. Then `variance_const_mul` extracts $n^{-2}$ and `variance_sum'` expands the variance into pair covariances. The covariance law turns these into $vS_n$, `hS` inserts the closed form of $S_n$ from `sum_pair_correlations`, and `field_simp` with `ring` brings the result to the stated form.

`tendsto_sampling_cost` builds the limit of the constant minus the correction from $c^n\to0$ and $1/n\to0$. It then uses the exact formula to show that this expression equals $n\operatorname{Var}(\bar X_n)$ for all $n\ge1$.

In `variance_bounds`, `hb` is the inequality $1-c^n<n(1-c)$, proved by induction from $n=2$. The equality `he` rewrites the bracket as one plus the positive gap `hgap`; the upper bound uses the positive correction `hcorr`.

In `thermostat_correlated`, `hstep` expands the covariance of one update with any square-integrable variable. The remaining steps follow the derivation above: `hfut` gives zero covariance with future noise, `hvar` the stationary variance, and `hlag` the factor $c^k$. The last lines treat $i\le j$ and $j\le i$ separately, using the symmetry of the covariance.

For `thermostat_witness`, the noise variables are the coordinates of an infinite product of Gaussian measures. Each coordinate has the prescribed Gaussian distribution, which gives square-integrability and variance $v$. Independence makes the covariance of different coordinates zero, and `thermostat_correlated` then applies.
